# A lower bound on the reference weight from the correlation energy and the external gap

How much of a correlated ground state is still the reference configuration, if we know how far correlation has lowered the energy? The answer also depends on a gap, and the modelling choice here is where that gap starts: it is measured from the exact eigenvalue $E$, not from the reference energy, up to the spectrum of the Hamiltonian restricted to all other configurations. If this gap is at least $g>0$, the reference weight has an explicit lower bound.

## Reference, coupling and external block

Take a finite orthonormal set of configurations and single out one of them, for example the Hartree–Fock determinant. The Hamiltonian is then

$$H=\begin{pmatrix} a & b^\dagger\\ b & D\end{pmatrix},$$

where the real number $a$ is the reference energy, the column $b$ couples the reference to the external configurations, and $D$ is the Hamiltonian among the external configurations. Write a unit eigenvector as $v=(v_0,x)$, with reference amplitude $v_0$ and external amplitudes $x$. Its reference weight is $w=|v_0|^2$, often printed as $c_0^2$. For a Hartree–Fock reference and the lowest eigenvalue $E$ of $H$, $E-a$ is the correlation energy within the chosen configuration space.

The result is

$$D-E-g\ \text{positive semidefinite},\quad g>0\quad\Longrightarrow\quad w\ \ge\ \frac{g}{g+a-E}.$$

In configuration interaction with a finite orthonormal basis, this turns a correlation energy and a gap into a guaranteed minimum for the weight of the reference.

## The statement in Lean

The configurations are indexed by `Unit ⊕ n`: the single element of `Unit` is the reference, and the finite type `n`, which may be empty, labels the rest. `hamiltonian a b D` is the block matrix above, `weight v` is $w$, and `ext v` is $x$. The matrix `shifted D E g` is $D-(E+g)I$.

The theorem `weight_lower_bound` has four hypotheses:

- `hg` says that $g>0$.
- `hD` says that $D-(E+g)I$ is positive semidefinite. In Mathlib this includes being Hermitian, so $D$ and $H$ are Hermitian without a separate assumption.
- `h` is the eigenvalue equation $Hv=Ev$ with real $E$.
- `hv` normalises $v$ to one.

The condition $E\le a$ is not assumed. It is proved in `reference_present`, together with $w>0$.

The gap is a hypothesis about the interacting external block; it is not derived from orbital energies or from a particular Hamiltonian. It can hold only when $E$ is the lowest eigenvalue of $H$ and is non-degenerate: two orthogonal eigenvectors with eigenvalues at most $E$ could be combined into a non-zero vector without reference amplitude, whose energy would lie below the spectrum of $D$. The lower bound therefore does not apply to excited states of $H$. The theorem concerns a finite configuration space; the complete-basis limit is not treated.

## Energy balance and the bound

The two rows of $Hv=Ev$ are

$$a v_0+b^\dagger x=E v_0,\qquad v_0 b+Dx=Ex.$$

Multiply the second row from the left by $x^\dagger$:

$$x^\dagger Dx-E\,x^\dagger x=-v_0\,x^\dagger b.$$

The first row gives $b^\dagger x=(E-a)v_0$. Since $E-a$ is real, conjugation gives $x^\dagger b=(E-a)\overline{v_0}$. Hence

$$x^\dagger(D-E)x=(a-E)|v_0|^2=(a-E)w.$$

Normalisation gives $x^\dagger x=1-w$. Subtracting $g\,x^\dagger x$ yields the exact balance

$$x^\dagger(D-E-g)x=(a-E)w-g(1-w).$$

By the gap condition the left side is non-negative, so $(a-E)w\ge g(1-w)$. If $w$ were zero, this would read $0\ge g$, which is false; therefore $w>0$. Dividing by $w$ and using $w\le 1$ gives $a-E\ge g(1-w)/w\ge 0$. The denominator $g+a-E$ is thus positive, and rearranging $(g+a-E)w\ge g$ gives the bound.

Equality means that $x^\dagger(D-E-g)x=0$. For a positive semidefinite matrix $M=B^\dagger B$, the equation $x^\dagger Mx=\|Bx\|^2=0$ implies $Mx=0$. Equality therefore holds exactly when $Dx=(E+g)x$. This includes $x=0$, where the state is the reference itself and $w=1$.

An upper bound follows from the same balance. If $E+G-D$ is positive semidefinite for a real number $G$, then $(a-E)w-G(1-w)\le 0$. When $G+a-E>0$, division gives

$$w\le\frac{G}{G+a-E}.$$

Two levels suffice to attain the lower bound. Choose real $p\ne0$ and $q$ with $p^2+q^2=1$, and a splitting $s>0$. Let $a=E+sq^2$, $D=E+sp^2$ and $b=spq$. The vector $(p,-q)$ satisfies both rows:

$$(E+sq^2)p-spq\,q=Ep,\qquad spq\,p-(E+sp^2)q=-Eq.$$

With $g=sp^2$ the bound is $sp^2/(sp^2+sq^2)=p^2$, which is the actual weight.

## A configuration-interaction example and a misplaced gap

In a configuration-interaction calculation, diagonalising $H$ gives $E$, and the reference diagonal element gives $a$. Deleting the reference row and column and finding the lowest eigenvalue of what remains gives the largest admissible $E+g$, provided that this eigenvalue lies above $E$. Suppose that $a-E=0.2$ hartree and that this lowest external eigenvalue lies $0.8$ hartree above $E$. Then $w\ge0.8/(0.8+0.2)=0.8$, so at most 20 percent of the state lies outside the reference.

It is not safe to read the gap from the smallest diagonal element of $D$. That element is never below the lowest eigenvalue of $D$, so it can make the bound too high. For two external configurations, let both diagonal elements be $E+1.0$, the element between them $-0.2$, and each coupling to the reference $0.4/\sqrt2$, all in hartree. With $a=E+0.2$, the eigenvector for $E$ has $w=0.8$. The diagonal elements would suggest $w\ge1.0/1.2\approx0.83$, which is false. The lowest eigenvalue of $D$ is $E+0.8$, and it gives the correct value $0.8$.

## The complete Lean source

```lean
import Mathlib

open Matrix
open scoped ComplexOrder

namespace ReferenceWeight

noncomputable section

variable {n : Type*} [Fintype n] [DecidableEq n]

/-- The Hamiltonian with reference energy `a`, coupling column `b` (and its adjoint row),
and block `D` acting on the external configurations. -/
def hamiltonian (a : ℝ) (b : n → ℂ) (D : Matrix n n ℂ) :
    Matrix (Unit ⊕ n) (Unit ⊕ n) ℂ :=
  Matrix.fromBlocks (Matrix.of fun _ _ => (a : ℂ)) (Matrix.of fun _ j => star (b j))
    (Matrix.of fun i _ => b i) D

/-- The squared modulus of the reference amplitude of a state. -/
def weight (v : Unit ⊕ n → ℂ) : ℝ := ‖v (Sum.inl ())‖ ^ 2

/-- The amplitudes of a state on the external configurations. -/
def ext (v : Unit ⊕ n → ℂ) : n → ℂ := fun i => v (Sum.inr i)

/-- The external block measured from the energy `E + g`. -/
def shifted (D : Matrix n n ℂ) (E g : ℝ) : Matrix n n ℂ :=
  D - ((E + g : ℝ) : ℂ) • (1 : Matrix n n ℂ)

omit [DecidableEq n] in
/-- The eigenvalue equation splits into one equation for the reference amplitude and one
for the external amplitudes. -/
theorem amplitude_equations {a E : ℝ} {b : n → ℂ} {D : Matrix n n ℂ} {v : Unit ⊕ n → ℂ}
    (h : hamiltonian a b D *ᵥ v = (E : ℂ) • v) :
    (a : ℂ) * v (Sum.inl ()) + star b ⬝ᵥ ext v = (E : ℂ) * v (Sum.inl ()) ∧
      v (Sum.inl ()) • b + D *ᵥ ext v = (E : ℂ) • ext v := by
  constructor
  · have h0 := congrFun h (Sum.inl ())
    simpa [hamiltonian, Matrix.mulVec, dotProduct, Fintype.sum_sum_type, ext] using h0
  · funext i
    have hi := congrFun h (Sum.inr i)
    simpa [hamiltonian, Matrix.mulVec, dotProduct, Fintype.sum_sum_type, ext, mul_comm]
      using hi

/-- For a unit eigenvector with eigenvalue `E`, the expectation of the shifted external block
in the external amplitudes is fixed by `a - E`, the shift `g` and the reference weight. -/
theorem energy_balance {a E : ℝ} (g : ℝ) {b : n → ℂ} {D : Matrix n n ℂ}
    {v : Unit ⊕ n → ℂ} (h : hamiltonian a b D *ᵥ v = (E : ℂ) • v)
    (hv : ∑ i, ‖v i‖ ^ 2 = 1) :
    star (ext v) ⬝ᵥ (shifted D E g *ᵥ ext v) =
      (((a - E) * weight v - g * (1 - weight v) : ℝ) : ℂ) := by
  obtain ⟨h1, h2⟩ := amplitude_equations h
  -- the external equation, written for the shifted block
  have hD : shifted D E g *ᵥ ext v = -(v (Sum.inl ()) • b) - (g : ℂ) • ext v := by
    rw [shifted, Matrix.sub_mulVec, Matrix.smul_mulVec, Matrix.one_mulVec,
      Complex.ofReal_add]
    linear_combination (norm := module) h2
  -- the reference equation removes the coupling
  have hb : star b ⬝ᵥ ext v = ((E - a : ℝ) : ℂ) * v (Sum.inl ()) := by
    push_cast
    linear_combination h1
  have hflip : star (ext v) ⬝ᵥ b = star (star b ⬝ᵥ ext v) := by
    simp only [dotProduct, star_sum, Pi.star_apply, star_mul', star_star, mul_comm]
  have hxb : star (ext v) ⬝ᵥ b = ((E - a : ℝ) : ℂ) * star (v (Sum.inl ())) := by
    rw [hflip, hb, star_mul', Complex.star_def, Complex.conj_ofReal]
  have hcc : v (Sum.inl ()) * star (v (Sum.inl ())) = (weight v : ℂ) := by
    rw [Complex.star_def, Complex.mul_conj', weight, Complex.ofReal_pow]
  -- normalisation gives the total external weight
  have hsum : ∑ i, ‖ext v i‖ ^ 2 = 1 - weight v := by
    rw [Fintype.sum_sum_type] at hv
    simp only [Finset.univ_unique, Finset.sum_singleton] at hv
    change ‖v (Sum.inl ())‖ ^ 2 + ∑ i, ‖ext v i‖ ^ 2 = 1 at hv
    rw [weight]
    linarith
  have hxx : star (ext v) ⬝ᵥ ext v = ((1 - weight v : ℝ) : ℂ) := by
    rw [← hsum, Complex.ofReal_sum]
    refine Finset.sum_congr rfl fun i _ => ?_
    rw [Pi.star_apply, Complex.star_def, Complex.conj_mul', Complex.ofReal_pow]
  rw [hD, dotProduct_sub, dotProduct_neg, dotProduct_smul, dotProduct_smul, hxb, hxx]
  simp only [smul_eq_mul]
  push_cast
  linear_combination ((a : ℂ) - E) * hcc

/-- If the external block lies at least `g > 0` above the eigenvalue `E`, every unit
eigenvector for `E` contains the reference, and `E` does not exceed the reference energy. -/
theorem reference_present {a E g : ℝ} {b : n → ℂ} {D : Matrix n n ℂ} {v : Unit ⊕ n → ℂ}
    (hg : 0 < g) (hD : (shifted D E g).PosSemidef)
    (h : hamiltonian a b D *ᵥ v = (E : ℂ) • v) (hv : ∑ i, ‖v i‖ ^ 2 = 1) :
    0 < weight v ∧ E ≤ a := by
  have hq := hD.dotProduct_mulVec_nonneg (ext v)
  rw [energy_balance g h hv] at hq
  have hr := Complex.zero_le_real.mp hq
  have hw0 : 0 ≤ weight v := sq_nonneg _
  have hw1 : weight v ≤ 1 := by
    rw [← hv]
    exact Finset.single_le_sum (f := fun i => ‖v i‖ ^ 2)
      (fun i _ => sq_nonneg _) (Finset.mem_univ (Sum.inl ()))
  have hw : 0 < weight v := by
    rcases hw0.eq_or_lt with h0 | h0
    · rw [← h0] at hr
      linarith
    · exact h0
  refine ⟨hw, ?_⟩
  by_contra hlt
  have h3 : 0 < (E - a) * weight v := mul_pos (by linarith) hw
  have h4 : 0 ≤ g * (1 - weight v) := mul_nonneg hg.le (by linarith)
  linarith

/-- If the external block lies at least `g > 0` above the eigenvalue `E`, every unit
eigenvector for `E` has reference weight at least `g / (g + (a - E))`. -/
theorem weight_lower_bound {a E g : ℝ} {b : n → ℂ} {D : Matrix n n ℂ} {v : Unit ⊕ n → ℂ}
    (hg : 0 < g) (hD : (shifted D E g).PosSemidef)
    (h : hamiltonian a b D *ᵥ v = (E : ℂ) • v) (hv : ∑ i, ‖v i‖ ^ 2 = 1) :
    g / (g + (a - E)) ≤ weight v := by
  have hE := (reference_present hg hD h hv).2
  have hq := hD.dotProduct_mulVec_nonneg (ext v)
  rw [energy_balance g h hv] at hq
  have hr := Complex.zero_le_real.mp hq
  rw [div_le_iff₀ (by linarith)]
  linarith

/-- Under the hypotheses of the lower bound, equality holds exactly when the external
amplitudes satisfy the eigenvalue equation of `D` at energy `E + g`. -/
theorem weight_eq_iff {a E g : ℝ} {b : n → ℂ} {D : Matrix n n ℂ} {v : Unit ⊕ n → ℂ}
    (hg : 0 < g) (hD : (shifted D E g).PosSemidef)
    (h : hamiltonian a b D *ᵥ v = (E : ℂ) • v) (hv : ∑ i, ‖v i‖ ^ 2 = 1) :
    weight v = g / (g + (a - E)) ↔ D *ᵥ ext v = ((E + g : ℝ) : ℂ) • ext v := by
  have hE := (reference_present hg hD h hv).2
  have hne : g + (a - E) ≠ 0 := by linarith
  -- a positive semidefinite form vanishes only on the kernel
  have hz := hD.dotProduct_mulVec_zero_iff (ext v)
  rw [energy_balance g h hv, Complex.ofReal_eq_zero, shifted, Matrix.sub_mulVec,
    Matrix.smul_mulVec, Matrix.one_mulVec, sub_eq_zero, sub_eq_zero] at hz
  rw [← hz, eq_div_iff hne]
  constructor <;> intro h' <;> linarith

/-- If the external block lies at most `G` above the eigenvalue `E` and `G + (a - E) > 0`,
every unit eigenvector for `E` has reference weight at most `G / (G + (a - E))`. -/
theorem weight_upper_bound {a E G : ℝ} {b : n → ℂ} {D : Matrix n n ℂ} {v : Unit ⊕ n → ℂ}
    (hG : 0 < G + (a - E)) (hD : (-shifted D E G).PosSemidef)
    (h : hamiltonian a b D *ᵥ v = (E : ℂ) • v) (hv : ∑ i, ‖v i‖ ^ 2 = 1) :
    weight v ≤ G / (G + (a - E)) := by
  have hq := hD.dotProduct_mulVec_nonneg (ext v)
  rw [Matrix.neg_mulVec, dotProduct_neg, energy_balance G h hv, ← Complex.ofReal_neg] at hq
  have hr := Complex.zero_le_real.mp hq
  rw [le_div_iff₀ hG]
  linarith

/-- The two-level Hamiltonian with energies `E + s q²` and `E + s p²` and coupling `s p q`,
where `s > 0`, `p ≠ 0` and `p² + q² = 1`, has the unit eigenvector `(p, -q)` for `E`; it meets
the gap condition with `g = s p²` and attains the lower bound. -/
theorem weight_lower_bound_witness (E s p q : ℝ) (hs : 0 < s) (hp : p ≠ 0)
    (hpq : p ^ 2 + q ^ 2 = 1) :
    let D : Matrix Unit Unit ℂ := ((E + s * p ^ 2 : ℝ) : ℂ) • 1
    let v : Unit ⊕ Unit → ℂ := Sum.elim (fun _ => (p : ℂ)) (fun _ => -(q : ℂ))
    hamiltonian (E + s * q ^ 2) (fun _ => ((s * p * q : ℝ) : ℂ)) D *ᵥ v = (E : ℂ) • v ∧
      ∑ i, ‖v i‖ ^ 2 = 1 ∧ 0 < s * p ^ 2 ∧ (shifted D E (s * p ^ 2)).PosSemidef ∧
      weight v = s * p ^ 2 / (s * p ^ 2 + ((E + s * q ^ 2) - E)) := by
  intro D v
  refine ⟨?_, ?_, by positivity, ?_, ?_⟩
  · funext i
    rcases i with i | i <;>
      simp [hamiltonian, D, v, Matrix.mulVec, dotProduct, Fintype.sum_sum_type] <;> ring
  · simpa [v, Fintype.sum_sum_type] using hpq
  · have h0 : shifted D E (s * p ^ 2) = 0 := sub_self _
    rw [h0]
    exact Matrix.PosSemidef.zero
  · have hden : s * p ^ 2 + ((E + s * q ^ 2) - E) = s := by
      linear_combination s * hpq
    have hw : weight v = p ^ 2 := by simp [weight, v]
    rw [hden, hw, eq_div_iff hs.ne']
    ring

end

end ReferenceWeight
```

```lean
#print axioms ReferenceWeight.weight_lower_bound
#print axioms ReferenceWeight.weight_eq_iff
#print axioms ReferenceWeight.weight_upper_bound
```

```
'ReferenceWeight.weight_lower_bound' depends on axioms: [propext, Classical.choice, Quot.sound]
'ReferenceWeight.weight_eq_iff' depends on axioms: [propext, Classical.choice, Quot.sound]
'ReferenceWeight.weight_upper_bound' depends on axioms: [propext, Classical.choice, Quot.sound]
```

## From block rows to inequalities in the proof

`amplitude_equations` evaluates the vector equation at the reference index and at an arbitrary external index. The two uses of `congrFun` select these components, and `simpa` expands the block product into the two rows of the derivation.

`energy_balance` contains the main calculation. Its local statement `hD` solves the external row for $(D-E-g)x$, and `hb` solves the reference row for $b^\dagger x$. The product `⬝ᵥ` does not conjugate its first argument, so the adjoint is written with `star`; `hflip` and `hxb` carry out the conjugation that gives $x^\dagger b$. The statements `hcc` and `hxx` identify $v_0\overline{v_0}$ with $w$ and $x^\dagger x$ with $1-w$. The last `linear_combination` assembles the balance. No positivity is used here, and $D$ may be any complex matrix.

`reference_present` applies positive semidefiniteness to `ext v`. The resulting inequality is between complex numbers, where being non-negative means being real and non-negative, and `Complex.zero_le_real` converts it into the real inequality $(a-E)w-g(1-w)\ge0$. A case split excludes $w=0$. Assuming $E>a$ then makes $(E-a)w$ positive, which contradicts the same inequality.

`weight_lower_bound` uses $E\le a$ to show that the denominator is positive, so `div_le_iff₀` can clear the fraction. `weight_eq_iff` uses `dotProduct_mulVec_zero_iff`, the statement that a positive semidefinite form vanishes only on the kernel of its matrix. `weight_upper_bound` repeats the inequality argument for `-shifted D E G`; here positivity of the denominator is the hypothesis `hG`.

`weight_lower_bound_witness` checks the two-level family component by component. Its shifted external block is the zero matrix, which is positive semidefinite, and $p^2+q^2=1$ reduces the denominator to $s$. The theorem thus shows both that the hypotheses of the lower bound are compatible and that its value is attained for every weight $p^2$ with $0<p^2\le1$.
